# The least Gaussian energy of an electron in a Wigner–Seitz sphere with a harmonic well

Take a ball of radius 1 bohr, filled uniformly with one unit of positive charge, and put one electron in it. In atomic units the charge repels itself with energy $3/5$, and the electron inside has potential energy $-3/2+r^2/2$ at distance $r$ from the centre. Let this parabola continue to all $r$, and give the electron the wave function $e^{-ar^2/2}$ with $a>0$. Its mean kinetic energy is $3a/4$ and its mean square radius is $3/(2a)$, so the total energy is

$$E=\frac35-\frac32+\frac{3a}{4}+\frac{3}{4a}=\frac35+\frac{3(a-1)^2}{4a}.$$

A narrow Gaussian costs kinetic energy and a wide one costs potential energy. The balance is at $a=1$, where $E=3/5$.

For a ball of any radius $r_s>0$, the self-energy is $3/(5r_s)$ and the potential energy inside is $-3/(2r_s)+r^2/(2r_s^3)$. With that well extended to all $r$, the least total energy over the Gaussians is

$$-\frac{9}{10r_s}+\frac{3}{2r_s^{3/2}}.$$

This is a one-electron, one-parameter estimate for the dilute electron gas, in which each electron is localised in its own neutral sphere and the interaction between spheres, exchange and correlated motion are left out.

## From the uniform charge to the energy minimum

A shell of radius $s$ and thickness $ds$ carries the charge $3s^2\,ds/r_s^3$. Its potential at radius $r$ is that charge divided by $\max(r,s)$. For $0<r\le r_s$, splitting the integral at $r$ gives

$$V(r)=\frac{3}{r_s^3\,r}\int_0^r s^2\,ds+\frac{3}{r_s^3}\int_r^{r_s}s\,ds
=\frac{r^2}{r_s^3}+\frac{3(r_s^2-r^2)}{2r_s^3}
=\frac{3}{2r_s}-\frac{r^2}{2r_s^3}.$$

At $r=0$ only the second integral is present, and the result is the same formula. The electron has charge $-1$, so its potential energy is $W(r)=-V(r)$.

The self-energy counts each pair of charge elements once, hence the factor $1/2$:

$$\frac12\int_0^{r_s}\frac{3r^2}{r_s^3}V(r)\,dr
=\frac12\left(\frac{3}{2r_s}-\frac{3}{10r_s}\right)=\frac{3}{5r_s}.$$

Now let $\psi(r)=e^{-ar^2/2}$ and $M_n=\int_0^\infty r^n\psi^2\,dr$. Since $\psi'=-ar\psi$,

$$\frac{d}{dr}\left(r^3\psi^2\right)=3r^2\psi^2-2a\,r^4\psi^2.$$

The function $r^3\psi^2$ vanishes at $0$ and at infinity, so $3M_2=2aM_4$. The mean square radius is therefore $M_4/M_2=3/(2a)$. The mean kinetic energy is

$$\frac{1}{M_2}\int_0^\infty r^2\,\frac{\psi'^2}{2}\,dr=\frac{a^2}{2}\,\frac{M_4}{M_2}=\frac{3a}{4},$$

and the mean of $W$, with its parabolic formula inside the ball now extended to all $r$, is $-3/(2r_s)+3/(4ar_s^3)$. Adding the self-energy gives

$$E(a)=-\frac{9}{10r_s}+\frac{3a}{4}+\frac{3}{4ar_s^3}.$$

With $w=r_s^{3/2}$, completing the square yields

$$E(a)=-\frac{9}{10r_s}+\frac{3}{2w}+\frac{3(aw-1)^2}{4aw^2}.$$

The last term is never negative, and it vanishes exactly when $a=1/w=r_s^{-3/2}$.

Outside the ball the true potential energy is $-1/r$, which lies below the extended parabola. At the minimum, the mean square radius divided by $r_s^2$ is $3/(2\sqrt{r_s})$. The extension is thus mild for large $r_s$, that is, at low density, and severe for the ball of radius 1 above.

## The charged ball and the energy functional in Lean

Radii, energies and wave functions are real-valued, in hartree and bohr. The radius $r_s$ is written `rs`, and the theorems take its positivity as the hypothesis `hR : 0 < rs`.

```lean
import Mathlib

open MeasureTheory Set Filter Topology

namespace WignerSeitzGaussian

noncomputable section
```

The potential $V$ is an integral over the radial charge density. The kernel `1 / max r s` is the Coulomb interaction averaged over a spherical shell; it enters here as a definition and is not derived from the three-dimensional integral.

```lean
/-- Potential at radius `r` of a unit charge spread uniformly in a ball of radius `rs > 0`,
with radial kernel `1 / max r s`. -/
def backgroundPotential (rs r : ℝ) : ℝ :=
  ∫ s in (0 : ℝ)..rs, 3 * s ^ 2 / rs ^ 3 / max r s

/-- Electrostatic self-energy of the uniform unit charge in a ball of radius `rs > 0`. -/
def selfEnergy (rs : ℝ) : ℝ :=
  1 / 2 * ∫ r in (0 : ℝ)..rs, 3 * r ^ 2 / rs ^ 3 * backgroundPotential rs r
```

The well $W$ is defined separately, with no restriction on `r`. This is where the harmonic extension enters the model.

```lean
/-- The harmonic well, for `rs > 0`, taken at all radii `r`. -/
def well (rs r : ℝ) : ℝ := -3 / (2 * rs) + r ^ 2 / (2 * rs ^ 3)
```

`moment n ψ` is $M_n$. The factor $4\pi$ from the angles is omitted, since it cancels in every ratio.

```lean
/-- Radial integral of `r ^ n * ψ ^ 2`; `n = 2` gives the squared norm divided by `4π`. -/
def moment (n : ℕ) (ψ : ℝ → ℝ) : ℝ := ∫ r in Ioi (0 : ℝ), r ^ n * ψ r ^ 2
```

The electronic part of the total energy is a quotient, so `ψ` need not be normalised. The kinetic term is written with $\psi'^2/2$, the form that $-\tfrac12\nabla^2$ takes after integration by parts.

```lean
/-- Background self-energy plus the mean kinetic energy and the mean energy in the harmonic well
`well rs` of an electron with radial wave function `ψ`, in atomic units, for `rs > 0` and a
continuously differentiable `ψ` of nonzero norm for which the integrals converge. -/
def totalEnergy (rs : ℝ) (ψ : ℝ → ℝ) : ℝ :=
  selfEnergy rs +
    (∫ r in Ioi (0 : ℝ), r ^ 2 * (deriv ψ r ^ 2 / 2 + well rs r * ψ r ^ 2)) / moment 2 ψ
```

The Gaussian is left unnormalised; the normalised function in three dimensions is $(a/\pi)^{3/4}e^{-ar^2/2}$.

```lean
/-- The Gaussian trial function `exp (-a r ^ 2 / 2)`. -/
def gaussian (a r : ℝ) : ℝ := Real.exp (-a * r ^ 2 / 2)
```

## Electrostatics of the ball

The first theorem says that $-V(r)=W(r)$ for $0\le r\le r_s$. The statements `e1` and `e2` replace the maximum by $r$ on the inner interval and by $s$ on the outer one. The integral is then split at $r$ and both powers are integrated. The centre is treated as a separate case at the end, because the inner prefactor contains $1/r$.

```lean
/-- Inside the ball, the electron's potential energy in the background is the harmonic well. -/
theorem neg_backgroundPotential {rs r : ℝ} (hR : 0 < rs) (h0 : 0 ≤ r) (h1 : r ≤ rs) :
    -backgroundPotential rs r = well rs r := by
  -- charge inside radius r acts from the centre, charge outside through 1/s
  have e1 : EqOn (fun s => 3 * s ^ 2 / rs ^ 3 / max r s)
      (fun s => 3 / (rs ^ 3 * r) * s ^ 2) (uIcc 0 r) := by
    intro s hs
    rw [uIcc_of_le h0] at hs
    simp only [max_eq_left hs.2]
    ring
  have e2 : EqOn (fun s => 3 * s ^ 2 / rs ^ 3 / max r s)
      (fun s => 3 / rs ^ 3 * s) (uIcc r rs) := by
    intro s hs
    rw [uIcc_of_le h1] at hs
    simp only [max_eq_right hs.1]
    by_cases h : s = 0
    · simp [h]
    · field_simp
  have c1 := (Continuous.continuousOn (by fun_prop)).congr e1
  have c2 := (Continuous.continuousOn (by fun_prop)).congr e2
  unfold backgroundPotential well
  rw [← intervalIntegral.integral_add_adjacent_intervals c1.intervalIntegrable
    c2.intervalIntegrable, intervalIntegral.integral_congr e1,
    intervalIntegral.integral_congr e2, intervalIntegral.integral_const_mul,
    intervalIntegral.integral_const_mul, integral_pow, integral_id]
  rcases h0.eq_or_lt with h | h
  · subst h
    norm_num
    field_simp
  · norm_num
    field_simp
    ring
```

For the self-energy, the formula for $V$ turns the integrand into a difference of an $r^2$ term and an $r^4$ term, which are integrated one by one.

```lean
/-- The uniform unit charge in a ball of radius `rs > 0` has self-energy `3 / (5 rs)`. -/
theorem selfEnergy_eq {rs : ℝ} (hR : 0 < rs) : selfEnergy rs = 3 / (5 * rs) := by
  have e : EqOn (fun r => 3 * r ^ 2 / rs ^ 3 * backgroundPotential rs r)
      (fun r => 9 / (2 * rs ^ 4) * r ^ 2 - 3 / (2 * rs ^ 6) * r ^ 4) (uIcc 0 rs) := by
    intro r hr
    rw [uIcc_of_le hR.le] at hr
    have h : backgroundPotential rs r = -well rs r := by
      rw [← neg_backgroundPotential hR hr.1 hr.2, neg_neg]
    simp only [h, well]
    field_simp
    ring
  unfold selfEnergy
  rw [intervalIntegral.integral_congr e, intervalIntegral.integral_sub,
    intervalIntegral.integral_const_mul, intervalIntegral.integral_const_mul,
    integral_pow, integral_pow]
  · norm_num
    field_simp
    ring
  · exact Continuous.intervalIntegrable (by fun_prop) _ _
  · exact Continuous.intervalIntegrable (by fun_prop) _ _
```

## Moments and energy of a Gaussian

The derivative $\psi'=-ar\psi$ follows from the chain rule.

```lean
/-- The slope of the Gaussian at `r` is `-a r` times its value. -/
theorem deriv_gaussian (a r : ℝ) : HasDerivAt (gaussian a) (-(a * r) * gaussian a r) r := by
  have h1 : HasDerivAt (fun x : ℝ => -a * x ^ 2 / 2) (-(a * r)) r :=
    (((hasDerivAt_pow 2 r).const_mul (-a)).div_const 2).congr_deriv (by norm_num; ring)
  exact h1.exp.congr_deriv (by unfold gaussian; ring)
```

The integrals $M_n$ converge for every natural number $n$ when $a>0$. The proof rewrites $r^n\psi^2$ as $r^ne^{-ar^2}$ and uses Mathlib's result on such functions.

```lean
/-- All radial moments of a Gaussian density with `a > 0` are finite. -/
theorem moment_integrable {a : ℝ} (ha : 0 < a) (n : ℕ) :
    IntegrableOn (fun r => r ^ n * gaussian a r ^ 2) (Ioi 0) := by
  have hn : (-1 : ℝ) < n := by linarith [Nat.cast_nonneg (α := ℝ) n]
  have h := (integrable_rpow_mul_exp_neg_mul_sq ha hn).integrableOn (s := Ioi 0)
  have e : (fun r : ℝ => r ^ n * gaussian a r ^ 2) =
      fun r : ℝ => r ^ (n : ℝ) * Real.exp (-a * r ^ 2) := by
    funext r
    rw [Real.rpow_natCast, gaussian, sq (Real.exp _), ← Real.exp_add]
    congr 2
    ring
  rw [e]
  exact h
```

The next theorem gives $M_2>0$ and $M_4/M_2=3/(2a)$. Positivity holds because the integrand is nonzero at every $r>0$. For the ratio, `hd` is the derivative of $r^3\psi^2$ computed above. The boundary term at infinity vanishes because this function and its derivative are both integrable, which is the content of `ht`. The identity `key` is the integrated equation, and it rearranges to $3M_2=2aM_4$.

```lean
/-- A Gaussian with `a > 0` has positive norm and mean square radius `3 / (2 a)`. -/
theorem gaussian_moments {a : ℝ} (ha : 0 < a) : 0 < moment 2 (gaussian a) ∧
    moment 4 (gaussian a) / moment 2 (gaussian a) = 3 / (2 * a) := by
  have m := moment_integrable ha
  have hN : 0 < moment 2 (gaussian a) := by
    unfold moment
    rw [setIntegral_pos_iff_support_of_nonneg_ae (ae_of_all _ fun r => by positivity) (m 2)]
    have hs : Function.support (fun r => r ^ 2 * gaussian a r ^ 2) ∩ Ioi 0 = Ioi 0 :=
      inter_eq_right.mpr fun r hr => mul_ne_zero (pow_ne_zero 2 (ne_of_gt hr))
        (pow_ne_zero 2 (Real.exp_ne_zero _))
    rw [hs, Real.volume_Ioi]
    simp
  -- integrate the derivative of r³ψ², which vanishes at both ends
  have hd : ∀ r : ℝ, HasDerivAt (fun r => r ^ 3 * gaussian a r ^ 2)
      (3 * (r ^ 2 * gaussian a r ^ 2) + -(2 * a) * (r ^ 4 * gaussian a r ^ 2)) r := fun r =>
    ((hasDerivAt_pow 3 r).fun_mul ((deriv_gaussian a r).fun_pow 2)).congr_deriv
      (by norm_num; ring)
  have i2 := Integrable.const_mul (m 2) 3
  have i4 := Integrable.const_mul (m 4) (-(2 * a))
  have ht := tendsto_zero_of_hasDerivAt_of_integrableOn_Ioi (fun r _ => hd r) (i2.add i4) (m 3)
  have key : ∫ r in Ioi (0 : ℝ), (3 * (r ^ 2 * gaussian a r ^ 2) +
      -(2 * a) * (r ^ 4 * gaussian a r ^ 2)) = 0 - (0 : ℝ) ^ 3 * gaussian a 0 ^ 2 :=
    integral_Ioi_of_hasDerivAt_of_tendsto' (fun r _ => hd r) (i2.add i4) ht
  rw [integral_add i2 i4, integral_const_mul, integral_const_mul] at key
  refine ⟨hN, ?_⟩
  rw [div_eq_div_iff hN.ne' (by positivity)]
  unfold moment
  linarith
```

In the energy formula, `e` collects the kinetic and potential integrands into multiples of $M_4$ and $M_2$. Dividing by $M_2$ and inserting the mean square radius and the self-energy gives $E(a)$.

```lean
/-- Total energy of the Gaussian with `a > 0` for a ball of radius `rs > 0`. -/
theorem gaussian_energy {rs a : ℝ} (hR : 0 < rs) (ha : 0 < a) :
    totalEnergy rs (gaussian a) = -9 / (10 * rs) + (3 * a / 4 + 3 / (4 * a * rs ^ 3)) := by
  obtain ⟨hN, hS⟩ := gaussian_moments ha
  have e : ∫ r in Ioi (0 : ℝ), r ^ 2 * (deriv (gaussian a) r ^ 2 / 2 +
      well rs r * gaussian a r ^ 2) = (a ^ 2 / 2 + 1 / (2 * rs ^ 3)) * moment 4 (gaussian a) +
        -3 / (2 * rs) * moment 2 (gaussian a) := by
    unfold moment
    rw [← integral_const_mul, ← integral_const_mul, ← integral_add
      (Integrable.const_mul (moment_integrable ha 4) _)
      (Integrable.const_mul (moment_integrable ha 2) _)]
    congr 1
    funext r
    rw [(deriv_gaussian a r).deriv]
    unfold well
    ring
  rw [totalEnergy, e, selfEnergy_eq hR, add_div, mul_div_assoc, hS,
    mul_div_cancel_right₀ _ hN.ne']
  field_simp
  ring
```

## The minimum and the width that attains it

Completing the square is an algebraic identity once $(r_s^{3/2})^2=r_s^3$ is known. That is `h2`, after which the power $r_s^{3/2}$ is replaced by a single positive variable `w`, as in the derivation by hand.

```lean
/-- For `rs > 0` and `a > 0`, the Gaussian energy is `-9 / (10 rs) + 3 / (2 rs ^ (3/2))` plus a
positive multiple of the square of `a * rs ^ (3/2) - 1`. -/
theorem energy_excess {rs a : ℝ} (hR : 0 < rs) (ha : 0 < a) :
    totalEnergy rs (gaussian a) = -9 / (10 * rs) + 3 / (2 * rs ^ (3 / 2 : ℝ)) +
      3 * (a * rs ^ (3 / 2 : ℝ) - 1) ^ 2 / (4 * a * rs ^ 3) := by
  have hw : 0 < rs ^ (3 / 2 : ℝ) := Real.rpow_pos_of_pos hR _
  have h2 : (rs ^ (3 / 2 : ℝ)) ^ 2 = rs ^ 3 := by
    rw [← Real.rpow_natCast, ← Real.rpow_mul hR.le, ← Real.rpow_natCast]
    norm_num
  rw [gaussian_energy hR ha, ← h2]
  generalize rs ^ (3 / 2 : ℝ) = w at hw ⊢
  field_simp
  ring
```

The set in the next theorem consists of the energies of all Gaussians with $a>0$. `IsLeast` says that the stated value belongs to this set and that no member is smaller. The first part uses $a=1/r_s^{3/2}$, the second the sign of the squared term. The competition is among Gaussians only; the familiar theory of the harmonic oscillator identifies the winner as the ground state of the extended well, but the theorem compares it with no other shape.

```lean
/-- For `rs > 0`, the least total energy over all Gaussians `exp (-a r ^ 2 / 2)` with `a > 0`
is `-9 / (10 rs) + 3 / (2 rs ^ (3/2))`. -/
theorem gaussian_minimum {rs : ℝ} (hR : 0 < rs) :
    IsLeast ((fun a => totalEnergy rs (gaussian a)) '' Ioi 0)
      (-9 / (10 * rs) + 3 / (2 * rs ^ (3 / 2 : ℝ))) := by
  have hw : 0 < rs ^ (3 / 2 : ℝ) := Real.rpow_pos_of_pos hR _
  constructor
  · refine ⟨1 / rs ^ (3 / 2 : ℝ), one_div_pos.mpr hw, ?_⟩
    simp only
    rw [energy_excess hR (one_div_pos.mpr hw), one_div_mul_cancel hw.ne']
    simp
  · rintro _ ⟨a, ha, rfl⟩
    have ha' : 0 < a := ha
    simp only
    rw [energy_excess hR ha']
    exact le_add_of_nonneg_right (by positivity)
```

Finally, the optimal width is unique. If the energy equals the minimum, the squared term is zero; its denominator is positive, so $a\,r_s^{3/2}=1$. The converse is substitution.

```lean
/-- For `rs > 0`, a Gaussian with `a > 0` has the minimal energy exactly when
`a = 1 / rs ^ (3/2)`. -/
theorem minimizer_unique {rs a : ℝ} (hR : 0 < rs) (ha : 0 < a) :
    totalEnergy rs (gaussian a) = -9 / (10 * rs) + 3 / (2 * rs ^ (3 / 2 : ℝ)) ↔
      a = 1 / rs ^ (3 / 2 : ℝ) := by
  have hw : 0 < rs ^ (3 / 2 : ℝ) := Real.rpow_pos_of_pos hR _
  have hd : 4 * a * rs ^ 3 ≠ 0 := by positivity
  rw [energy_excess hR ha, eq_div_iff hw.ne']
  constructor
  · intro h
    have h0 : 3 * (a * rs ^ (3 / 2 : ℝ) - 1) ^ 2 / (4 * a * rs ^ 3) = 0 := by linarith
    have h1 := (div_eq_zero_iff.mp h0).resolve_right hd
    have h2 : (a * rs ^ (3 / 2 : ℝ) - 1) ^ 2 = 0 := by linarith
    linarith [pow_eq_zero_iff (two_ne_zero) |>.mp h2]
  · intro h
    rw [h]
    simp

end

end WignerSeitzGaussian
```

```lean
#print axioms WignerSeitzGaussian.gaussian_energy
#print axioms WignerSeitzGaussian.gaussian_minimum
#print axioms WignerSeitzGaussian.minimizer_unique
```

```
'WignerSeitzGaussian.gaussian_energy' depends on axioms: [propext, Classical.choice, Quot.sound]
'WignerSeitzGaussian.gaussian_minimum' depends on axioms: [propext, Classical.choice, Quot.sound]
'WignerSeitzGaussian.minimizer_unique' depends on axioms: [propext, Classical.choice, Quot.sound]
```
